# Spin-polarised Thomas–Fermi plus one ninth of Weizsäcker overshoots the hydrogenic 1s kinetic energy

Suppose you assume that a gradient correction recovers only part of the kinetic energy that Thomas–Fermi theory misses. For the hydrogen atom, with the spin-polarised Thomas–Fermi energy and one ninth of the Weizsäcker energy as the correction, you then get the sign of the remaining error wrong: the uncorrected value is too low, and the corrected one is too high.

## Three energies of one density

Take a nuclear charge \(Z>0\), atomic units, and the 1s orbital and density

\[
\varphi(r)=\sqrt{Z^3/\pi}\,e^{-Zr},\qquad n(r)=\varphi(r)^2=\frac{Z^3}{\pi}e^{-2Zr}.
\]

The orbital's kinetic energy \(T\), the Weizsäcker energy \(W\) and the spin-polarised Thomas–Fermi energy \(F\) are

\[
T=\tfrac12\int\varphi'^2,\qquad W=\tfrac18\int\frac{n'^2}{n},\qquad F=\tfrac{3}{10}(6\pi^2)^{2/3}\int n^{5/3},
\]

where \(\int f\) means \(\int_0^\infty 4\pi r^2 f(r)\,dr\). The constant in \(F\) is that of a uniform electron gas in which all spins point the same way. The claim is that

\[
T=W=\frac{Z^2}{2},\qquad F=Z^2T_0,\qquad T_0=0.0648\,(6\pi)^{2/3},\qquad F<T<F+\frac W9 .
\]

The factor \(1/9\) is the second-order gradient coefficient for a slowly varying density, which a 1s density is not.

**The basic integral.** For \(a>0\), \(\int_0^\infty r^2e^{-ar}dr=2/a^3\), so \(\int c\,e^{-ar}=8\pi c/a^3\). With \(c=Z^3/\pi\) and \(a=2Z\) this gives \(\int n=1\).

**Weizsäcker and kinetic energy.** From \(n'=2\varphi\varphi'\) follows \(n'^2/n=4\varphi'^2\), hence \(W=T\). Since \(\varphi'=-Z\varphi\), we have \(\varphi'^2=Z^2n\), and normalisation gives \(T=Z^2/2\).

**Thomas–Fermi.** Here \(n^{5/3}=(Z^3/\pi)^{5/3}e^{-10Zr/3}\), so

\[
\int n^{5/3}=\Big(\frac{Z^3}{\pi}\Big)^{5/3}\frac{8\pi}{(10Z/3)^3}
=\Big(\frac{Z^3}{\pi}\Big)^{5/3}\frac{27\pi}{125Z^3}.
\]

The fractional powers combine as

\[
(6\pi^2)^{2/3}\Big(\frac{Z^3}{\pi}\Big)^{5/3}=\frac{Z^3}{\pi}(6\pi Z^3)^{2/3}=\frac{Z^5}{\pi}(6\pi)^{2/3}.
\]

Therefore \(F=\frac{3}{10}\cdot\frac{27}{125}\,Z^2(6\pi)^{2/3}=\frac{81}{1250}Z^2(6\pi)^{2/3}=Z^2T_0\).

**The size of \(T_0\).** Let \(x=(6\pi)^{2/3}\), so \(x^3=36\pi^2\). From \(3.14<\pi<3.15\),

\[
7^3=343<354.9<x^3<357.3<357.911=7.1^3 .
\]

Thus \(7<x<7.1\), and \(0.453<T_0<0.461\). It follows that \(T_0<\tfrac12<T_0+\tfrac1{18}\); multiplying by \(Z^2\) gives the claim.

The excess is also less than half the original deficit, because \(T_0+\frac1{18}-\frac12<\frac12(\frac12-T_0)\) is equivalent to \(T_0<\frac{25}{54}\approx0.463\). Finally, \(F+cW=T\) reads \(T_0+c/2=1/2\), so the coefficient that reproduces \(T\) is \(c=1-2T_0\), independent of \(Z\).

The spin factor decides the outcome. With the unpolarised constant \((3\pi^2)^{2/3}\), the Thomas–Fermi energy at \(Z=1\) falls to about \(0.289\), and adding \(1/18\) leaves it well below \(1/2\): the overshoot disappears. A single electron is fully polarised, which is why \(6\pi^2\) is needed.

## Functionals of radial functions in Lean

```lean
import Mathlib

open Real MeasureTheory

namespace HydrogenicKineticFunctionals

noncomputable section
```

Densities and orbitals are functions `ℝ → ℝ` of the radius. The integral runs over `Set.Ioi 0`, the open half-line \(r>0\), and the weight \(4\pi r^2\) is part of the definition; no reduction from three-dimensional space is carried out.

```lean
/-- The integral over space of a radial function, with weight `4 π r²`. -/
def radialIntegral (f : ℝ → ℝ) : ℝ :=
  ∫ r in Set.Ioi (0 : ℝ), 4 * π * r ^ 2 * f r
```

The next three definitions are \(W\), \(F\) and \(T\). They accept any function, so positivity and normalisation have to come from the density supplied.

```lean
/-- The Weizsaecker energy `(1/8) ∫ n'² / n` of a radial density that is positive for `r > 0`. -/
def weizsacker (n : ℝ → ℝ) : ℝ :=
  1 / 8 * radialIntegral (fun r => deriv n r ^ 2 / n r)

/-- The Thomas-Fermi kinetic energy of a fully spin-polarised, nonnegative radial density. -/
def thomasFermi (n : ℝ → ℝ) : ℝ :=
  3 / 10 * (6 * π ^ 2) ^ (2 / 3 : ℝ) * radialIntegral (fun r => n r ^ (5 / 3 : ℝ))

/-- The kinetic energy `(1/2) ∫ φ'²` of a real radial orbital, in atomic units. -/
def orbitalKinetic (φ : ℝ → ℝ) : ℝ :=
  1 / 2 * radialIntegral (fun r => deriv φ r ^ 2)
```

The orbital and density are given by explicit formulas. That this orbital solves the Schrödinger equation is physical input, not something derived here.

```lean
/-- The 1s orbital for nuclear charge `Z > 0`. -/
def orbital (Z r : ℝ) : ℝ := Real.sqrt (Z ^ 3 / π) * exp (-(Z * r))

/-- The 1s density `Z³ exp(-2 Z r) / π` for nuclear charge `Z > 0`. -/
def density (Z r : ℝ) : ℝ := Z ^ 3 / π * exp (-(2 * Z * r))

/-- The number `T0 = 0.0648 (6 π)^(2/3)`, with `0.0648` written as `81/1250`. -/
def T0 : ℝ := 81 / 1250 * (6 * π) ^ (2 / 3 : ℝ)
```

## Normalisation and the Weizsäcker identity

The basic integral comes from Mathlib's Gamma-function formula, with \(\Gamma(3)=2\). Normalisation is the case \(a=2Z\).

```lean
/-- The space integral of `c exp(-a r)` is `8 π c / a³` for `a > 0`. -/
theorem radialIntegral_exp {a : ℝ} (ha : 0 < a) (c : ℝ) :
    radialIntegral (fun r => c * exp (-(a * r))) = 8 * π * c / a ^ 3 := by
  have h : ∫ t in Set.Ioi (0 : ℝ), t ^ ((3 : ℝ) - 1) * exp (-(a * t))
      = (1 / a) ^ (3 : ℝ) * Real.Gamma 3 :=
    Real.integral_rpow_mul_exp_neg_mul_Ioi (by norm_num) ha
  have hG : Real.Gamma 3 = 2 := by
    rw [show (3 : ℝ) = ((2 : ℕ) : ℝ) + 1 by norm_num, Real.Gamma_nat_eq_factorial]
    norm_num [Nat.factorial]
  have hp : (1 / a) ^ (3 : ℝ) = (1 / a) ^ 3 := by
    exact_mod_cast Real.rpow_natCast (1 / a) 3
  have e : ∀ r : ℝ, 4 * π * r ^ 2 * (c * exp (-(a * r)))
      = 4 * π * c * (r ^ ((3 : ℝ) - 1) * exp (-(a * r))) := by
    intro r
    rw [show (3 : ℝ) - 1 = ((2 : ℕ) : ℝ) by norm_num, Real.rpow_natCast]
    ring
  simp only [radialIntegral, e]
  rw [integral_const_mul, h, hG, hp]
  ring

/-- The 1s density holds exactly one electron, for `Z > 0`. -/
theorem density_normalised {Z : ℝ} (hZ : 0 < Z) : radialIntegral (density Z) = 1 := by
  change radialIntegral (fun r => Z ^ 3 / π * exp (-(2 * Z * r))) = 1
  rw [radialIntegral_exp (by positivity)]
  have hπ := Real.pi_ne_zero
  field_simp
  ring
```

The identity \(W=T\) holds for any real radial orbital that is differentiable and has no zero at \(r>0\). The integrands are compared point by point: `hd` is the chain rule, and `hq` cancels \(\varphi^2\), which is where the absence of zeros enters. Integrability is not assumed; Lean gives a divergent integral the value zero, so the identity has physical content only when the kinetic energy is finite.

```lean
/-- For a real radial orbital that is differentiable and has no zero at `r > 0`, the
Weizsaecker energy of the density `φ²` is the kinetic energy of `φ`. -/
theorem weizsacker_sq (φ : ℝ → ℝ) (hφ : ∀ r, 0 < r → DifferentiableAt ℝ φ r)
    (h0 : ∀ r, 0 < r → φ r ≠ 0) :
    weizsacker (fun r => φ r ^ 2) = orbitalKinetic φ := by
  have key : radialIntegral (fun r => deriv (fun s => φ s ^ 2) r ^ 2 / φ r ^ 2)
      = 4 * radialIntegral (fun r => deriv φ r ^ 2) := by
    unfold radialIntegral
    rw [← integral_const_mul]
    apply setIntegral_congr_fun measurableSet_Ioi
    intro r hr
    -- the chain rule n' = 2 φ φ' turns n'²/n into 4 φ'²
    have hd : deriv (fun s => φ s ^ 2) r = 2 * φ r * deriv φ r := by
      rw [((hφ r hr).hasDerivAt.fun_pow 2).deriv]
      norm_num
    have hq : (2 * φ r * deriv φ r) ^ 2 / φ r ^ 2 = 4 * deriv φ r ^ 2 := by
      rw [div_eq_iff (pow_ne_zero 2 (h0 r hr))]
      ring
    simp only [hd, hq]
    ring
  simp only [weizsacker, orbitalKinetic]
  rw [key]
  ring
```

To apply it, the density is identified with the squared orbital. Then `hd` supplies \(\varphi'=-Z\varphi\), `e` rewrites \(\varphi'^2\) as an exponential, and `hK` evaluates the kinetic energy.

```lean
/-- The 1s density is the square of the 1s orbital, for `Z > 0`. -/
theorem density_eq_orbital_sq {Z : ℝ} (hZ : 0 < Z) :
    density Z = fun r => orbital Z r ^ 2 := by
  funext r
  have h : exp (-(2 * Z * r)) = exp (-(Z * r)) ^ 2 := by
    rw [← Real.exp_nat_mul]
    congr 1
    push_cast
    ring
  simp only [density, orbital]
  rw [mul_pow, Real.sq_sqrt (by positivity), h]

/-- For `Z > 0` the kinetic energy of the 1s orbital and the Weizsaecker energy of its density
are both `Z²/2`. -/
theorem kinetic_and_weizsacker {Z : ℝ} (hZ : 0 < Z) :
    orbitalKinetic (orbital Z) = Z ^ 2 / 2 ∧ weizsacker (density Z) = Z ^ 2 / 2 := by
  have hd : ∀ r, HasDerivAt (orbital Z) (-Z * orbital Z r) r := by
    intro r
    have h := (((hasDerivAt_id' r).const_mul Z).fun_neg.exp).const_mul (Real.sqrt (Z ^ 3 / π))
    exact h.congr_deriv (by simp only [orbital]; ring)
  have e : (fun r => deriv (orbital Z) r ^ 2)
      = fun r => Z ^ 5 / π * exp (-(2 * Z * r)) := by
    funext r
    have h := congrFun (density_eq_orbital_sq hZ) r
    simp only [density] at h
    rw [(hd r).deriv]
    linear_combination (-Z ^ 2) * h
  have hK : orbitalKinetic (orbital Z) = Z ^ 2 / 2 := by
    rw [orbitalKinetic, e, radialIntegral_exp (by positivity)]
    have hπ := Real.pi_ne_zero
    field_simp
    ring
  refine ⟨hK, ?_⟩
  rw [density_eq_orbital_sq hZ, weizsacker_sq _ (fun r _ => (hd r).differentiableAt), hK]
  intro r _
  have : 0 < orbital Z r := by unfold orbital; positivity
  exact this.ne'
```

## The Thomas–Fermi value and its bounds

In the next proof, `e` raises the density to the power \(5/3\), `h1` splits off one whole power, and `h2` and `hAB` collect the fractional powers as in the derivation above. What remains is rational arithmetic.

```lean
/-- The spin-polarised Thomas-Fermi energy of the 1s density is `Z² T0`, for `Z > 0`. -/
theorem thomasFermi_density {Z : ℝ} (hZ : 0 < Z) :
    thomasFermi (density Z) = Z ^ 2 * T0 := by
  have e : (fun r => density Z r ^ (5 / 3 : ℝ))
      = fun r => (Z ^ 3 / π) ^ (5 / 3 : ℝ) * exp (-(10 / 3 * Z * r)) := by
    funext r
    rw [density, Real.mul_rpow (by positivity) (exp_pos _).le, ← Real.exp_mul]
    congr 2
    ring
  have h1 : (Z ^ 3 / π) ^ (5 / 3 : ℝ) = Z ^ 3 / π * (Z ^ 3 / π) ^ (2 / 3 : ℝ) := by
    rw [show (5 / 3 : ℝ) = 1 + 2 / 3 by norm_num, Real.rpow_add (by positivity), Real.rpow_one]
  have h3 : (Z ^ 3) ^ (2 / 3 : ℝ) = Z ^ 2 := by
    rw [← Real.rpow_natCast Z 3, ← Real.rpow_mul hZ.le, ← Real.rpow_natCast Z 2]
    norm_num
  have h2 : (6 * π ^ 2) ^ (2 / 3 : ℝ) * (Z ^ 3 / π) ^ (2 / 3 : ℝ)
      = (6 * π) ^ (2 / 3 : ℝ) * Z ^ 2 := by
    rw [← Real.mul_rpow (by positivity) (by positivity),
      show 6 * π ^ 2 * (Z ^ 3 / π) = 6 * π * Z ^ 3 by field_simp,
      Real.mul_rpow (by positivity) (by positivity), h3]
  -- all fractional powers collect into (6 π)^(2/3)
  have hAB : (6 * π ^ 2) ^ (2 / 3 : ℝ) * (Z ^ 3 / π) ^ (5 / 3 : ℝ)
      = Z ^ 5 / π * (6 * π) ^ (2 / 3 : ℝ) := by
    rw [h1]
    linear_combination (Z ^ 3 / π) * h2
  rw [thomasFermi, e, radialIntegral_exp (by positivity), T0]
  calc _ = 3 / 10 * (8 * π / (10 / 3 * Z) ^ 3)
        * ((6 * π ^ 2) ^ (2 / 3 : ℝ) * (Z ^ 3 / π) ^ (5 / 3 : ℝ)) := by ring
    _ = _ := by
      rw [hAB]
      generalize (6 * π) ^ (2 / 3 : ℝ) = C
      have hπ := Real.pi_ne_zero
      field_simp
      ring
```

The bounds follow by cubing: `hx` is \(x^3=(6\pi)^2\), while `hl` and `hu` are \(7<x\) and \(x<7.1\).

```lean
/-- The number `T0` lies between `0.453` and `0.461`. -/
theorem T0_bounds : 0.453 < T0 ∧ T0 < 0.461 := by
  have hx : ((6 * π) ^ (2 / 3 : ℝ)) ^ 3 = (6 * π) ^ 2 := by
    rw [← Real.rpow_natCast _ 3, ← Real.rpow_mul (by positivity),
      ← Real.rpow_natCast (6 * π) 2]
    congr 1
    norm_num
  have hl : 7 < (6 * π) ^ (2 / 3 : ℝ) := by
    apply lt_of_pow_lt_pow_left₀ 3 (by positivity)
    rw [hx]
    nlinarith [Real.pi_gt_d2]
  have hu : (6 * π) ^ (2 / 3 : ℝ) < 71 / 10 := by
    apply lt_of_pow_lt_pow_left₀ 3 (by norm_num)
    rw [hx]
    nlinarith [Real.pi_lt_d2, Real.pi_pos]
  unfold T0
  constructor <;> norm_num <;> linarith
```

## The overshoot and the matching coefficient

The first theorem below states, for every \(Z>0\), the deficit, the overshoot and the comparison of their sizes. After the three energies are substituted, each part is linear in \(Z^2\) and \(Z^2T_0\).

```lean
/-- For every `Z > 0`, Thomas-Fermi underestimates the 1s kinetic energy, adding one ninth of
the Weizsaecker energy overestimates it, and the excess is less than half the former deficit. -/
theorem gradient_correction_overshoots {Z : ℝ} (hZ : 0 < Z) :
    thomasFermi (density Z) < orbitalKinetic (orbital Z) ∧
    orbitalKinetic (orbital Z) < thomasFermi (density Z) + weizsacker (density Z) / 9 ∧
    thomasFermi (density Z) + weizsacker (density Z) / 9 - orbitalKinetic (orbital Z)
      < (orbitalKinetic (orbital Z) - thomasFermi (density Z)) / 2 := by
  obtain ⟨hK, hW⟩ := kinetic_and_weizsacker hZ
  rw [hK, hW, thomasFermi_density hZ]
  have hz : 0 < Z ^ 2 := by positivity
  have hl := mul_lt_mul_of_pos_left T0_bounds.1 hz
  have hu := mul_lt_mul_of_pos_left T0_bounds.2 hz
  norm_num at hl hu
  refine ⟨?_, ?_, ?_⟩ <;> linarith
```

The second is an equivalence: \(c=1-2T_0\) works, and no other coefficient does. By the bounds it lies between \(0.078\) and \(0.094\), below \(1/9\).

```lean
/-- For every `Z > 0`, Thomas-Fermi plus `c` times Weizsaecker gives the 1s kinetic energy
exactly when `c = 1 - 2 T0`. -/
theorem exact_gradient_coefficient {Z : ℝ} (hZ : 0 < Z) (c : ℝ) :
    thomasFermi (density Z) + c * weizsacker (density Z) = orbitalKinetic (orbital Z)
      ↔ c = 1 - 2 * T0 := by
  obtain ⟨hK, hW⟩ := kinetic_and_weizsacker hZ
  rw [hK, hW, thomasFermi_density hZ]
  constructor
  · intro h
    apply mul_left_cancel₀ (pow_ne_zero 2 hZ.ne')
    linear_combination 2 * h
  · rintro rfl
    ring
```

The last theorem is the hydrogen atom itself, with the density written as \(e^{-2r}/\pi\) and recognised as `density 1`.

```lean
/-- For `n(r) = exp(-2r)/π` the Weizsaecker energy is `1/2`, the spin-polarised Thomas-Fermi
energy is `T0`, and `T0 < 1/2 < T0 + 1/18`. -/
theorem hydrogen_atom :
    weizsacker (fun r => exp (-2 * r) / π) = 1 / 2 ∧
    thomasFermi (fun r => exp (-2 * r) / π) = T0 ∧ T0 < 1 / 2 ∧ 1 / 2 < T0 + 1 / 18 := by
  have e : (fun r => exp (-2 * r) / π) = density 1 := by
    funext r
    rw [density, show -(2 * 1 * r) = -2 * r by ring]
    ring
  obtain ⟨hl, hu⟩ := T0_bounds
  norm_num at hl hu
  rw [e, (kinetic_and_weizsacker one_pos).2, thomasFermi_density one_pos]
  refine ⟨by norm_num, by ring, by linarith, by linarith⟩

end

end HydrogenicKineticFunctionals
```

```lean
#print axioms HydrogenicKineticFunctionals.density_normalised
#print axioms HydrogenicKineticFunctionals.gradient_correction_overshoots
#print axioms HydrogenicKineticFunctionals.exact_gradient_coefficient
#print axioms HydrogenicKineticFunctionals.hydrogen_atom
```

```
'HydrogenicKineticFunctionals.density_normalised' depends on axioms: [propext, Classical.choice, Quot.sound]
'HydrogenicKineticFunctionals.gradient_correction_overshoots' depends on axioms: [propext, Classical.choice, Quot.sound]
'HydrogenicKineticFunctionals.exact_gradient_coefficient' depends on axioms: [propext, Classical.choice, Quot.sound]
'HydrogenicKineticFunctionals.hydrogen_atom' depends on axioms: [propext, Classical.choice, Quot.sound]
```

For orbital-free density functional theory, this gives a test with a known answer for one-electron 1s densities, with the functionals evaluated on the given density and not minimised self-consistently. It does not settle the sign of the error for atoms with more electrons.
